# The alternating sum of inverse squares is π²/12

The theorem `hasSum_alternating` says that the series 1 − 1/4 + 1/9 − 1/16 + …, with terms (−1)ⁿ/(n+1)² for n = 0, 1, 2, …, converges to π²/12. It is a statement about real numbers alone, with no physical model or assumption in it. The proof starts from the sum of all inverse squares, π²/6, and shows that the terms with even denominators 2, 4, 6, … contribute a quarter of it, π²/24. The terms with odd denominators have some sum `e`, fixed by `e + π²/24 = π²/6`, and subtracting the even part from `e` gives the result.

This version doesn't compile in Lean 4 with Mathlib:

```lean
import Mathlib

open MeasureTheory
open scoped Real

namespace OpticalFermiLiquid

noncomputable section

/-- The alternating sum of inverse squares is `π² / 12`. -/
theorem hasSum_alternating :
    HasSum (fun n : ℕ => (-1 : ℝ) ^ n / ((n : ℝ) + 1) ^ 2) (π ^ 2 / 12) := by
  have zb : HasSum (fun n : ℕ => 1 / ((n : ℝ) + 1) ^ 2) (π ^ 2 / 6) := by
    simpa using (hasSum_nat_add_iff' 1).mpr hasSum_zeta_two
  have ho : HasSum (fun k : ℕ => 1 / (((2 * k + 1 : ℕ) : ℝ) + 1) ^ 2) (π ^ 2 / 24) := by
    convert zb.div_const 4 using 1
    · funext k
      rw [div_div]
      congr 1
      push_cast
      ring
    · ring
  obtain ⟨e, he⟩ : ∃ e, HasSum (fun k : ℕ => 1 / (((2 * k : ℕ) : ℝ) + 1) ^ 2) e :=
    ⟨_, (zb.summable.comp_injective (i := fun k : ℕ => 2 * k)
      (by intro a b h; dsimp at h; omega)).hasSum⟩
  have h : e + π ^ 2 / 24 = π ^ 2 / 6 :=
    (HasSum.even_add_odd (f := fun n : ℕ => 1 / ((n : ℝ) + 1) ^ 2) he ho).unique zb
  have s0 : ∀ k : ℕ, (-1 : ℝ) ^ (2 * k) = 1 := fun k => (even_two_mul k).neg_one_pow
  have s1 : ∀ k : ℕ, (-1 : ℝ) ^ (2 * k + 1) = -1 := fun k => Odd.neg_one_pow ⟨k, rfl⟩
  have r := HasSum.even_add_odd (f := fun n : ℕ => (-1 : ℝ) ^ n / ((n : ℝ) + 1) ^ 2)
    (m := e) (m' := -(π ^ 2 / 24)) (by simp only [s0]; exact he)
    (by simp only [s1, neg_div]; exact ho.neg)
  convert r using 1
  linarith

end

end OpticalFermiLiquid
```

The compiler's answer:

```
Main.lean:17:6: error: Tactic `apply` failed: could not unify the conclusion of `@funext`
  ?f = ?g
with the goal
  Real.instAddCommMonoid = Field.toSemifield.toDivisionSemiring.toAddCommMonoid

Note: The full type of `@funext` is
  ∀ {α : Sort ?u.133} {β : α → Sort ?u.132} {f g : (x : α) → β x}, (∀ (x : α), f x = g x) → f = g

case e'_3
zb : HasSum (fun n => 1 / (↑n + 1) ^ 2) (π ^ 2 / 6)
⊢ Real.instAddCommMonoid = Field.toSemifield.toDivisionSemiring.toAddCommMonoid
Try this:
  [apply] ring_nf
  
  The `ring` tactic failed to close the goal. Use `ring_nf` to obtain a normal form.
    
  Note that `ring` works primarily in *commutative* rings. If you have a noncommutative ring, abelian group or module, consider using `noncomm_ring`, `abel` or `module` instead.
Main.lean:22:4: error: unsolved goals
case e'_5
zb : HasSum (fun n => 1 / (↑n + 1) ^ 2) (π ^ 2 / 6)
⊢ (fun k => (1 + ↑(1 + k * 2) * 2 + ↑(1 + k * 2) ^ 2)⁻¹) = fun i => (1 + ↑i * 2 + ↑i ^ 2)⁻¹ * (1 / 4)
Main.lean:15:86: error: unsolved goals
case e'_6
zb : HasSum (fun n => 1 / (↑n + 1) ^ 2) (π ^ 2 / 6)
⊢ π ^ 2 / 24 = π ^ 2 / 6 / 4
```

Cause. The failure is in `ho`, the sum over even denominators. The proof expects `convert zb.div_const 4 using 1` to leave two goals, equality of the terms and equality of the sums. It leaves three, the first asking that two expressions for the additive structure on the reals be equal.

The bullets are therefore off by one. `funext k` meets the structure equation, which is not in the form it was given to prove, an equality of functions. The `ring` meant for the sums meets the equality of terms, and fails with the cast of `1 + k * 2` still unexpanded. The equality `π ^ 2 / 24 = π ^ 2 / 6 / 4` has no bullet left and stays unsolved.

The repair proves the equality of terms separately as `e1`, with the same steps as before, including the `push_cast` that expands the cast. It then rewrites the goal with `e1` and with the equality of sums, proved by `ring`. Now `exact zb.div_const 4` fits, because Lean accepts the two additive structures as the same by definition when checking the term.

The repair, with which the file compiles:

```diff
@@ -14,11 +14,13 @@
     simpa using (hasSum_nat_add_iff' 1).mpr hasSum_zeta_two
   have ho : HasSum (fun k : ℕ => 1 / (((2 * k + 1 : ℕ) : ℝ) + 1) ^ 2) (π ^ 2 / 24) := by
-    convert zb.div_const 4 using 1
-    · funext k
+    have e1 : (fun k : ℕ => 1 / (((2 * k + 1 : ℕ) : ℝ) + 1) ^ 2)
+        = fun k : ℕ => 1 / ((k : ℝ) + 1) ^ 2 / 4 := by
+      funext k
       rw [div_div]
       congr 1
       push_cast
       ring
-    · ring
+    rw [e1, show π ^ 2 / 24 = π ^ 2 / 6 / 4 by ring]
+    exact zb.div_const 4
   obtain ⟨e, he⟩ : ∃ e, HasSum (fun k : ℕ => 1 / (((2 * k : ℕ) : ℝ) + 1) ^ 2) e :=
     ⟨_, (zb.summable.comp_injective (i := fun k : ℕ => 2 * k)
```
